# Repeated symmetrised multiplication by an operator spreads its factors with binomial weights

In quantum mechanics, where operators need not commute, a product of x and b can be symmetrised as (xb + bx)/2, half their anticommutator. The lemma says that applying this operation m times to b, always with the same x, gives 2⁻ᵐ times the sum over k from 0 to m of C(m,k) xᵏ b xᵐ⁻ᵏ. Here x and b are any elements of a ring that is an algebra over the rationals, and no commutation relation between them is assumed. The proof writes the operation as half the sum of left and right multiplication by x, expands its m-th power by the binomial theorem, which applies because these two maps commute, and then compares the sums term by term.

Lean 4 with Mathlib refuses this proof:

```lean
import Mathlib

open Finset

namespace McCoyWeylOrdering

noncomputable section

variable {A : Type*} [Ring A] [Algebra ℚ A]

/-- Symmetrised multiplication by an element `a`: the linear map `b ↦ (ab + ba)/2`. -/
def symMul (a : A) : Module.End ℚ A :=
  (1 / 2 : ℚ) • (LinearMap.mulLeft ℚ a + LinearMap.mulRight ℚ a)

/-- Symmetrising `m` times with `x` distributes the factors `x` to the left and right of `b`
with binomial weights. -/
theorem symMul_pow_apply (x b : A) (m : ℕ) :
    (symMul x ^ m) b =
      (1 / 2 : ℚ) ^ m • ∑ k ∈ range (m + 1), m.choose k • (x ^ k * b * x ^ (m - k)) := by
  -- left and right multiplication commute, so the binomial theorem applies
  rw [symMul, smul_pow, (LinearMap.commute_mulLeft_right ℚ x x).add_pow,
    LinearMap.smul_apply, LinearMap.sum_apply]
  congr 1
  refine Finset.sum_congr rfl fun k _ => ?_
  rw [LinearMap.pow_mulLeft, LinearMap.pow_mulRight, ← nsmul_eq_mul']
  change m.choose k • (x ^ k * (b * x ^ (m - k))) = _
  rw [mul_assoc]

end

end McCoyWeylOrdering
```

The compiler's answer:

```
Main.lean:21:24: error: Invalid rewrite argument: Expected an equality or iff proof or definition name, but `?m.81` is a value of type
  ?m.80
```

The mended proof, as a diff:

```diff
@@ -19,6 +19,9 @@
       (1 / 2 : ℚ) ^ m • ∑ k ∈ range (m + 1), m.choose k • (x ^ k * b * x ^ (m - k)) := by
   -- left and right multiplication commute, so the binomial theorem applies
-  rw [symMul, smul_pow, (LinearMap.commute_mulLeft_right ℚ x x).add_pow,
-    LinearMap.smul_apply, LinearMap.sum_apply]
+  have hc : Commute (LinearMap.mulLeft ℚ x) (LinearMap.mulRight ℚ x) := by
+    change LinearMap.mulLeft ℚ x * LinearMap.mulRight ℚ x =
+      LinearMap.mulRight ℚ x * LinearMap.mulLeft ℚ x
+    exact LinearMap.ext fun a => (mul_assoc x a x).symm
+  rw [symMul, smul_pow, hc.add_pow m, LinearMap.smul_apply, LinearMap.sum_apply]
   congr 1
   refine Finset.sum_congr rfl fun k _ => ?_
```

What went wrong. The error points at the third item of the `rw` list, `(LinearMap.commute_mulLeft_right ℚ x x).add_pow`. `rw` needs an equality or an iff there, but Lean had not worked the term out: `?m.81` is a placeholder, and its type `?m.80` is unknown too. So there was nothing to rewrite with. The message doesn't say what held Lean up, and it doesn't call the mathematics wrong.

The repair first proves the commutation as `hc`, with its type written out. `change` unfolds it to an equality of two products of maps, and `LinearMap.ext` reduces that to their values at each `a`, where `x * (a * x) = (x * a) * x` is `mul_assoc` reversed. Since `hc` is known to be a `Commute` statement, `hc.add_pow m` is the binomial theorem for these two maps, an equality `rw` can use. Naming the exponent `m` only spells out what `rw` could find by matching, and putting the `rw` on one line is tidying.
